# The probability that a finite Markov chain has yet to hit a given set never increases with time

A Markov chain moves in discrete steps on a finite set of states, with a fixed stochastic matrix `P`: its entries are nonnegative and each row sums to one. For a set `A` of states, `survival P A n i` is the probability that the chain started at `i` has not met `A` up to and including step `n`, so it is zero when `i` is already in `A`. The theorem says that for each starting state this probability is a non-increasing function of `n`. The attempt compares steps `n + 1` and `n` by induction on `n`, using the row sum in the base case and the nonnegativity of the entries in the inductive step.

In Lean, a first try:

```lean
import Mathlib

open Filter Topology

namespace HittingTimeDrift

noncomputable section

variable {ι : Type*} [Fintype ι] [DecidableEq ι]

/-- A stochastic matrix: nonnegative transition probabilities, each row summing to one. -/
def IsStochastic (P : Matrix ι ι ℝ) : Prop :=
  (∀ i j, 0 ≤ P i j) ∧ ∀ i, ∑ j, P i j = 1

/-- A recursion over the number of steps `n`. For a stochastic `P` it gives the probability that the
chain started at a given state has not met `A` up to and including step `n`. -/
def survival (P : Matrix ι ι ℝ) (A : Finset ι) : ℕ → ι → ℝ
  | 0 => fun i => if i ∈ A then 0 else 1
  | n + 1 => fun i => if i ∈ A then 0 else ∑ j, P i j * survival P A n j

/-- For a stochastic matrix the survival probability does not increase with time. -/
theorem survival_antitone {P : Matrix ι ι ℝ} (hP : IsStochastic P) (A : Finset ι) (i : ι) :
    Antitone fun n => survival P A n i := by
  refine antitone_nat_of_succ_le fun n => ?_
  induction n generalizing i with
  | zero =>
    simp only [survival]
    split_ifs with h
    · exact le_rfl
    · rw [← hP.2 i]
      refine Finset.sum_le_sum fun j _ => mul_le_of_le_one_right (hP.1 i j) ?_
      split_ifs <;> norm_num
  | succ n ih =>
    rw [survival, survival]
    split_ifs with h
    · exact le_rfl
    · exact Finset.sum_le_sum fun j _ => mul_le_mul_of_nonneg_left (ih j) (hP.1 i j)

end

end HittingTimeDrift
```

The compiler's answer:

```
Main.lean:30:4: error: unsolved goals
case neg
ι : Type u_1
inst✝¹ : Fintype ι
inst✝ : DecidableEq ι
P : Matrix ι ι ℝ
hP : IsStochastic P
A : Finset ι
i : ι
h : i ∉ A
j : ι
x✝ : j ∈ Finset.univ
h✝ : j ∉ A
⊢ ∑ j, P i j ≤ 1
Main.lean:35:4: error: Tactic `split_ifs` failed: no if-then-else conditions to split

case succ
ι : Type u_1
inst✝¹ : Fintype ι
inst✝ : DecidableEq ι
P : Matrix ι ι ℝ
hP : IsStochastic P
A : Finset ι
n : ℕ
ih : ∀ (i : ι), survival P A (n + 1) i ≤ survival P A n i
i : ι
⊢ (fun i => if i ∈ A then 0 else ∑ j, P i j * (fun i => if i ∈ A then 0 else ∑ j, P i j * survival P A n j) j) i ≤
    (fun i => if i ∈ A then 0 else ∑ j, P i j * survival P A n j) i
```

In the base case the goal bounds a sum by `1`, but its summands also contain a `1`, in `if j ∈ A then 0 else 1`. `rw [← hP.2 i]` turns both into `∑ j, P i j`. For `j ∉ A` this leaves `∑ j, P i j ≤ 1`, which `norm_num` cannot prove without the row-sum hypothesis. The repair states the comparison with `∑ j, P i j` as `h1`, leaving the inner `1` alone, and then applies `hP.2 i`.

In the inductive step, `rw [survival, survival]` replaces `survival` by functions `fun i => if …` and leaves them applied but unreduced. The conditions concern the functions' own bound variables, so `split_ifs` finds nothing to split. The second rewrite also unfolds the `survival P A (n + 1)` inside the left-hand sum, which `ih` speaks of.

The new equation `e`, true by `rfl`, gives the value at `i` directly as an `if`, which `split_ifs` can split. Since `e n` concerns only the fixed state `i`, it leaves the term at the summation variable `j` folded, ready for `ih j`.

Lean accepts the file once it reads:

```diff
@@ -28,9 +28,12 @@
     split_ifs with h
     · exact le_rfl
-    · rw [← hP.2 i]
-      refine Finset.sum_le_sum fun j _ => mul_le_of_le_one_right (hP.1 i j) ?_
-      split_ifs <;> norm_num
+    · have h1 : ∑ j, P i j * (if j ∈ A then (0 : ℝ) else 1) ≤ ∑ j, P i j := by
+        refine Finset.sum_le_sum fun j _ => mul_le_of_le_one_right (hP.1 i j) ?_
+        split_ifs <;> norm_num
+      exact h1.trans (hP.2 i).le
   | succ n ih =>
-    rw [survival, survival]
+    have e : ∀ m, survival P A (m + 1) i =
+        if i ∈ A then 0 else ∑ j, P i j * survival P A m j := fun _ => rfl
+    rw [e (n + 1), e n]
     split_ifs with h
     · exact le_rfl
```
